# Orbital response with orbital-dependent Hamiltonians: a Pulay term plus an occupied-rotation term

When real orthonormal orbitals obey their orbital equations, each with its own Hamiltonian defined by the gradient of the energy, their response to a displacement contributes two terms to the energy derivative. One is the Pulay term, built from the symmetric part of the multipliers. The other couples the antisymmetric part to rotations among the occupied orbitals. The second term vanishes for every allowed orbital variation exactly when the multiplier matrix is symmetric. This bears on forces in self-interaction-corrected calculations, where the second term can survive if rotations among the occupied orbitals have not been optimised. The treatment is for a finite real basis and one coordinate $R$.

## Orbitals, overlap and multipliers

The index type `n` labels basis functions and `m` labels occupied orbitals. Orbital $c_i$ is column $i$ of the coefficient matrix $C$, written `Cᵀ i` in Lean. The basis overlap is $S$, and primes on $C$ and $S$ denote derivatives with respect to $R$, taken entry by entry.

```lean
import Mathlib

open Matrix

namespace OrbitalDependentForces

noncomputable section

variable {n m k : Type*} [Fintype n] [Fintype m] [Fintype k]

/-- The matrix `M'` is the entrywise derivative of the matrix curve `M` at `R`. -/
def HasEntryDeriv (M : ℝ → Matrix n m ℝ) (M' : Matrix n m ℝ) (R : ℝ) : Prop :=
  ∀ a i, HasDerivAt (fun r => M r a i) (M' a i) R
```

The multiplier matrix $\lambda$ (`lam`) splits into $\lambda_s=\tfrac12(\lambda+\lambda^T)$ and $\lambda_a=\tfrac12(\lambda-\lambda^T)$. The matrix $A=C'^TSC$ records how the orbital derivatives overlap with the orbitals.

```lean
/-- The symmetric part of the multiplier matrix. -/
def symPart (lam : Matrix m m ℝ) : Matrix m m ℝ := (1 / 2 : ℝ) • (lam + lamᵀ)

/-- The antisymmetric part of the multiplier matrix. -/
def antiPart (lam : Matrix m m ℝ) : Matrix m m ℝ := (1 / 2 : ℝ) • (lam - lamᵀ)

/-- The matrix `A = C'ᵀ S C` of overlaps between orbital derivatives and orbitals. -/
def connection (S : Matrix n n ℝ) (C C' : Matrix n m ℝ) : Matrix m m ℝ := C'ᵀ * S * C
```

The response uses the orbital gradient $2H_ic_i$, the convention for singly occupied real spin orbitals. "Pulay term" means the overlap contribution only; basis-function derivatives inside Hamiltonian matrix elements belong to the explicit energy derivative.

```lean
/-- The orbital-response term `2 ∑ᵢ cᵢ'ᵀ Hᵢ cᵢ`; orbital `cᵢ` is column `i` of `C`. -/
def orbitalResponse (H : m → Matrix n n ℝ) (C C' : Matrix n m ℝ) : ℝ :=
  2 * ∑ i, C'ᵀ i ⬝ᵥ (H i *ᵥ Cᵀ i)

/-- The Pulay term `-tr(S' C lam_s Cᵀ)`. -/
def pulayTerm (S' : Matrix n n ℝ) (C : Matrix n m ℝ) (lam : Matrix m m ℝ) : ℝ :=
  -trace (S' * C * symPart lam * Cᵀ)
```

The orbital equations $H_ic_i=\sum_j Sc_j\lambda_{ji}$ say that the energy is stationary against mixing unoccupied orbitals into the occupied ones. They are assumed, and the Lean name `IsStationary` means no more than this: stationarity against rotations among the occupied orbitals is not required. An allowed variation preserves orthonormality to first order.

```lean
/-- The orbital equations `Hᵢ cᵢ = ∑ⱼ S cⱼ lam_ji` with one Hamiltonian per orbital. -/
def IsStationary (H : m → Matrix n n ℝ) (S : Matrix n n ℝ) (C : Matrix n m ℝ)
    (lam : Matrix m m ℝ) : Prop :=
  ∀ i, H i *ᵥ Cᵀ i = ∑ j, lam j i • (S *ᵥ Cᵀ j)

/-- The orbital variation `C'` keeps `Cᵀ S C` fixed to first order when the overlap
changes by `S'`. -/
def IsAllowed (S S' : Matrix n n ℝ) (C C' : Matrix n m ℝ) : Prop :=
  C'ᵀ * S * C + Cᵀ * S' * C + Cᵀ * S * C' = 0
```

## (a) Overlaps as matrix entries

For coefficient matrices $C,D$ with columns $c_j,d_i$, show that
$$d_i^TSc_j=(D^TSC)_{ij}.$$

**Solution.** Both sides are $\sum_{a,b}D_{ai}S_{ab}C_{bj}$. Lean expands the products in the same way.

```lean
omit [Fintype m] in
/-- The overlap of two orbitals is an entry of a matrix product. -/
lemma overlap_entry (S : Matrix n n ℝ) (C D : Matrix n m ℝ) (i j : m) :
    Dᵀ i ⬝ᵥ (S *ᵥ Cᵀ j) = (Dᵀ * S * C) i j := by
  rw [Matrix.mul_assoc]
  simp only [Matrix.mul_apply, dotProduct, Matrix.mulVec, Matrix.transpose_apply]
```

## (b) The response as a trace

Use the orbital equations to show that
$$2\sum_i c_i'^TH_ic_i=2\,\mathrm{tr}(A\lambda).$$

**Solution.** Insert the equation for $H_ic_i$ and use (a):
$$c_i'^TH_ic_i=\sum_j\lambda_{ji}\,c_i'^TSc_j=\sum_jA_{ij}\lambda_{ji}=(A\lambda)_{ii}.$$
Sum over $i$ and double. In Lean, `rw [h i]` makes the insertion and `overlap_entry` identifies $A_{ij}$.

```lean
/-- For orbitals that obey the orbital equations, the response term is `2 tr(A lam)`. -/
theorem response_eq_trace {H : m → Matrix n n ℝ} {S : Matrix n n ℝ} {C : Matrix n m ℝ}
    {lam : Matrix m m ℝ} (h : IsStationary H S C lam) (C' : Matrix n m ℝ) :
    orbitalResponse H C C' = 2 * trace (connection S C C' * lam) := by
  unfold orbitalResponse connection
  congr 1
  simp only [Matrix.trace, Matrix.diag_apply]
  refine Finset.sum_congr rfl fun i _ => ?_
  rw [h i, dotProduct_sum, Matrix.mul_apply]
  refine Finset.sum_congr rfl fun j _ => ?_
  rw [dotProduct_smul, overlap_entry, smul_eq_mul, mul_comm]
```

## (c) The product rule for matrices

For differentiable matrix curves $M,N$, show that
$$(MN)'=M'N+MN'.$$

**Solution.** Differentiate $\sum_bM_{ab}N_{bi}$ term by term, then collect the two sums.

```lean
omit [Fintype n] [Fintype k] in
/-- The product rule for matrix curves. -/
lemma HasEntryDeriv.mul {M : ℝ → Matrix n m ℝ} {N : ℝ → Matrix m k ℝ}
    {M' : Matrix n m ℝ} {N' : Matrix m k ℝ} {R : ℝ}
    (hM : HasEntryDeriv M M' R) (hN : HasEntryDeriv N N' R) :
    HasEntryDeriv (fun r => M r * N r) (M' * N R + M R * N') R := by
  intro a i
  have h := HasDerivAt.fun_sum (u := Finset.univ)
    (fun b _ => (hM a b).fun_mul (hN b i))
  simpa only [Matrix.mul_apply, Matrix.add_apply, Finset.sum_add_distrib] using h
```

## (d) Differentiating orthonormality

Suppose $C$ and $S$ are differentiable at $R$ and $C^TSC=1$ for all values of the coordinate. Show that
$$C'^TSC+C^TS'C+C^TSC'=0.$$

**Solution.** Apply (c) twice to $C^TSC$. The product is constant, so its derivative is zero. Lean's `hij.unique` equates the two expressions for that derivative.

```lean
/-- If the orbitals and the overlap are differentiable at `R` and the orbitals stay orthonormal for
all `r`, the orbital derivative at `R` is an allowed variation. -/
theorem allowed_of_orthonormal [DecidableEq m] {C : ℝ → Matrix n m ℝ}
    {S : ℝ → Matrix n n ℝ} {C' : Matrix n m ℝ} {S' : Matrix n n ℝ} {R : ℝ}
    (hC : HasEntryDeriv C C' R) (hS : HasEntryDeriv S S' R)
    (orth : ∀ r, (C r)ᵀ * S r * C r = 1) : IsAllowed (S R) S' (C R) C' := by
  have hCt : HasEntryDeriv (fun r => (C r)ᵀ) C'ᵀ R := fun i a => hC a i
  have h := (hCt.mul hS).mul hC
  unfold IsAllowed
  ext i j
  have hij := h i j
  simp only [orth] at hij
  -- the derivative of the constant overlap matrix is zero
  have h0 := hij.unique (hasDerivAt_const R ((1 : Matrix m m ℝ) i j))
  rw [Matrix.add_mul] at h0
  exact h0
```

## (e) Separating the Pulay and rotation terms

For symmetric $S$, the orbital equations and an allowed $C'$, show that
$$2\sum_i c_i'^TH_ic_i=-\mathrm{tr}(S'C\lambda_sC^T)+\mathrm{tr}\big(\lambda_a(A-A^T)\big).$$

**Solution.** Symmetry of $S$ gives $C^TSC'=A^T$, so $A+A^T=-C^TS'C$. Split $\lambda$ in (b). Transposing inside the trace gives
$$2\,\mathrm{tr}(A\lambda_s)=\mathrm{tr}\big((A+A^T)\lambda_s\big)=-\mathrm{tr}(S'C\lambda_sC^T),$$
$$2\,\mathrm{tr}(A\lambda_a)=\mathrm{tr}\big(\lambda_a(A-A^T)\big).$$
The steps `hM` and `hP` establish the Pulay part; `t1` and `t2` are the transposed traces that let `ring` finish.

```lean
/-- For a symmetric overlap, orbitals that obey the orbital equations and an allowed
variation, the response is the Pulay term plus `tr(lam_a (A - Aᵀ))`. -/
theorem response_of_allowed {H : m → Matrix n n ℝ} {S S' : Matrix n n ℝ}
    {C C' : Matrix n m ℝ} {lam : Matrix m m ℝ} (hS : S.IsSymm)
    (hlam : IsStationary H S C lam) (hT : IsAllowed S S' C C') :
    orbitalResponse H C C' = pulayTerm S' C lam +
      trace (antiPart lam * (connection S C C' - (connection S C C')ᵀ)) := by
  have hA : Cᵀ * S * C' = (connection S C C')ᵀ := by
    simp only [connection, Matrix.transpose_mul, Matrix.transpose_transpose, hS.eq,
      Matrix.mul_assoc]
  have hM : Cᵀ * S' * C = -(connection S C C' + (connection S C C')ᵀ) := by
    have h := hT
    unfold IsAllowed at h
    apply eq_neg_of_add_eq_zero_left
    rw [← hA, ← h]
    unfold connection
    abel
  have hP : pulayTerm S' C lam =
      trace ((connection S C C' + (connection S C C')ᵀ) * symPart lam) := by
    have e : Cᵀ * (S' * C * symPart lam) = (Cᵀ * S' * C) * symPart lam := by
      simp only [Matrix.mul_assoc]
    unfold pulayTerm
    rw [Matrix.trace_mul_comm, e, hM, Matrix.neg_mul, Matrix.trace_neg, neg_neg]
  rw [response_eq_trace hlam, hP]
  generalize connection S C C' = A
  -- every trace reduces to tr(A lam) or tr(A lamᵀ)
  have t1 : trace (Aᵀ * lam) = trace (A * lamᵀ) := by
    rw [← Matrix.trace_transpose, Matrix.transpose_mul, Matrix.transpose_transpose,
      Matrix.trace_mul_comm]
  have t2 : trace (Aᵀ * lamᵀ) = trace (A * lam) := by
    rw [← Matrix.transpose_mul, Matrix.trace_transpose, Matrix.trace_mul_comm]
  simp only [symPart, antiPart, Matrix.add_mul, Matrix.mul_add, Matrix.sub_mul,
    Matrix.mul_sub, Matrix.smul_mul, Matrix.mul_smul, Matrix.trace_add, Matrix.trace_sub,
    Matrix.trace_smul, smul_eq_mul]
  rw [Matrix.trace_mul_comm lam A, Matrix.trace_mul_comm lam Aᵀ,
    Matrix.trace_mul_comm lamᵀ A, Matrix.trace_mul_comm lamᵀ Aᵀ, t1, t2]
  ring
```

## (f) The total energy derivative

Let $E(R,C)$ be differentiable with orbital gradient $2H_ic_i$. For a differentiable orthonormal path obeying the orbital equations at $R$, with $S$ differentiable and symmetric at $R$, show that
$$\frac{dE}{dR}=\partial_RE-\mathrm{tr}(S'C\lambda_sC^T)+\mathrm{tr}\big(\lambda_a(A-A^T)\big).$$

**Solution.** The chain rule gives $\partial_RE+2\sum_i c_i'^TH_ic_i$. Part (d) makes $C'$ allowed, and (e) evaluates the sum. In Lean, `L` is the total derivative of $E$, `L (1, 0)` is $\partial_RE$, and `hH` states the gradient condition. The force is $-dE/dR$. Differentiability of the orbital path is a hypothesis.

```lean
/-- Let `E(R, C)` be a differentiable energy with orbital gradient `2 Hᵢ cᵢ`. Along orthonormal
orbitals that are differentiable and obey the orbital equations at `R`, with an overlap that is
differentiable and symmetric at `R`, `dE/dR` is the explicit derivative plus the Pulay term plus
`tr(lam_a (A - Aᵀ))`. -/
theorem energy_derivative [DecidableEq m] {E : ℝ × (n → m → ℝ) → ℝ}
    {L : ℝ × (n → m → ℝ) →L[ℝ] ℝ} {H : m → Matrix n n ℝ} {C : ℝ → Matrix n m ℝ}
    {S : ℝ → Matrix n n ℝ} {C' : Matrix n m ℝ} {S' : Matrix n n ℝ}
    {lam : Matrix m m ℝ} {R : ℝ}
    (hE : HasFDerivAt E L (R, fun a i => C R a i))
    (hH : ∀ X : Matrix n m ℝ, L (0, fun a i => X a i) = orbitalResponse H (C R) X)
    (hC : HasEntryDeriv C C' R) (hS : HasEntryDeriv S S' R) (hsymm : (S R).IsSymm)
    (orth : ∀ r, (C r)ᵀ * S r * C r = 1) (hlam : IsStationary H (S R) (C R) lam) :
    HasDerivAt (fun r => E (r, fun a i => C r a i))
      (L (1, 0) + (pulayTerm S' (C R) lam + trace (antiPart lam *
        (connection (S R) (C R) C' - (connection (S R) (C R) C')ᵀ)))) R := by
  have hcurve : HasDerivAt (fun r => (r, fun a i => C r a i))
      ((1 : ℝ), fun a i => C' a i) R :=
    (hasDerivAt_id' R).prodMk
      (hasDerivAt_pi.2 fun a => hasDerivAt_pi.2 fun i => hC a i)
  refine (hE.comp_hasDerivAt R hcurve).congr_deriv ?_
  rw [← response_of_allowed hsymm hlam (allowed_of_orthonormal hC hS orth), ← hH C',
    ← map_add]
  simp
```

## (g) When only the Pulay term remains

Let $S,S'$ be symmetric, $C^TSC=1$, and let the orbital equations hold. Show that
$$2\sum_i c_i'^TH_ic_i=-\mathrm{tr}(S'C\lambda_sC^T)\ \text{ for all allowed }C'\iff\lambda=\lambda^T.$$

**Solution.** If $\lambda$ is symmetric, $\lambda_a=0$ and (e) suffices. Conversely, put $K=\lambda_a$, $M=C^TS'C$ and $X=K-\tfrac12M$. The variation $C'=CX$ is allowed because $X^T+M+X=0$. Here $A=X^T$, so $A-A^T=-2K$ and the extra term is
$$-2\,\mathrm{tr}(K^2)=2\,\mathrm{tr}(K^TK)=2\sum_{i,j}K_{ij}^2.$$
It must vanish, hence $K=0$. These steps are `hT`, `h4`, `h5` and `h6`.

```lean
/-- For orthonormal orbitals that obey the orbital equations, with symmetric `S` and `S'`,
the response is the Pulay term for every allowed variation exactly when `lam` is symmetric. -/
theorem pulay_only_iff [DecidableEq m] {H : m → Matrix n n ℝ} {S S' : Matrix n n ℝ}
    {C : Matrix n m ℝ} {lam : Matrix m m ℝ} (hS : S.IsSymm) (hS' : S'.IsSymm)
    (orth : Cᵀ * S * C = 1) (hlam : IsStationary H S C lam) :
    (∀ C', IsAllowed S S' C C' → orbitalResponse H C C' = pulayTerm S' C lam) ↔
      lam.IsSymm := by
  constructor
  · intro h
    obtain ⟨K, hK⟩ : ∃ K, K = antiPart lam := ⟨_, rfl⟩
    obtain ⟨M, hM⟩ : ∃ M, M = Cᵀ * S' * C := ⟨_, rfl⟩
    have hKt : Kᵀ = -K := by
      rw [hK, antiPart, Matrix.transpose_smul, Matrix.transpose_sub,
        Matrix.transpose_transpose]
      module
    have hMt : Mᵀ = M := by
      rw [hM]
      simp only [Matrix.transpose_mul, Matrix.transpose_transpose, hS'.eq, Matrix.mul_assoc]
    -- test variation: restore orthonormality, then rotate by the antisymmetric part
    obtain ⟨X, hX⟩ : ∃ X, X = K - (1 / 2 : ℝ) • M := ⟨_, rfl⟩
    have hXt : Xᵀ = -K - (1 / 2 : ℝ) • M := by
      rw [hX, Matrix.transpose_sub, Matrix.transpose_smul, hKt, hMt]
    have h1 : (C * X)ᵀ * S * C = Xᵀ := by
      rw [Matrix.transpose_mul, Matrix.mul_assoc, Matrix.mul_assoc, ← Matrix.mul_assoc Cᵀ,
        orth, Matrix.mul_one]
    have h2 : Cᵀ * S * (C * X) = X := by
      rw [← Matrix.mul_assoc, orth, Matrix.one_mul]
    have hT : IsAllowed S S' C (C * X) := by
      unfold IsAllowed
      rw [h1, h2, ← hM, hXt, hX]
      module
    have h3 := response_of_allowed hS hlam hT
    have h4 : Xᵀ - X = (-2 : ℝ) • K := by
      rw [hXt, hX]
      module
    rw [h _ hT, connection, h1, Matrix.transpose_transpose, h4, ← hK, Matrix.mul_smul,
      Matrix.trace_smul, smul_eq_mul] at h3
    have h5 : trace (K * K) = 0 := by linarith
    have h6 : K = 0 := Matrix.trace_conjTranspose_mul_self_eq_zero_iff.1 (by
      rw [Matrix.conjTranspose_eq_transpose_of_trivial, hKt, Matrix.neg_mul,
        Matrix.trace_neg, h5, neg_zero])
    ext i j
    have h9 := congrFun (congrFun (hK.symm.trans h6) i) j
    simp only [antiPart, Matrix.smul_apply, Matrix.sub_apply, Matrix.transpose_apply,
      smul_eq_mul, Matrix.zero_apply] at h9
    rw [Matrix.transpose_apply]
    linarith
  · intro h C' hT
    have h0 : antiPart lam = 0 := by rw [antiPart, h.eq, sub_self, smul_zero]
    rw [response_of_allowed hS hlam hT, h0, Matrix.zero_mul, Matrix.trace_zero, add_zero]
```

Multiplying the orbital equations by $c_j^T$ gives $\lambda_{ji}=c_j^TH_ic_i$, so symmetry is the localization condition $c_j^TH_ic_i=c_i^TH_jc_j$. It holds exactly when the energy is also stationary against rotations among the occupied orbitals, as at a full constrained minimum; the rotation term is then zero. A neighbouring result follows: if all orbitals share one symmetric Hamiltonian, the condition holds automatically and only the Pulay term survives.

## (h) Two orbitals with a nonzero rotation term

Take $S=C=1$, $S'=-2\cdot1$, and, with orbitals numbered 0 and 1,
$$C'=\begin{pmatrix}1&-1\\1&1\end{pmatrix},\quad H_0=\begin{pmatrix}1&1\\1&0\end{pmatrix},\quad H_1=0,\quad \lambda=\begin{pmatrix}1&0\\1&0\end{pmatrix}.$$
Check that the variation is allowed and the orbital equations hold, and show that
$$2\sum_i c_i'^TH_ic_i=4,\qquad-\mathrm{tr}(S'C\lambda_sC^T)=2.$$

**Solution.** First, $C'^T+S'+C'=0$. Next, $H_0c_0=(1,1)^T=c_0+c_1$ and $H_1c_1=0$, as $\lambda$ prescribes. The response is $2(1,1)\cdot(1,1)=4$, and the Pulay term is $2\,\mathrm{tr}\,\lambda_s=2$. The rotation term supplies the remaining 2. The numbers are chosen for easy arithmetic; a basis whose functions stay normalised would have zeros on the diagonal of $S'$. Lean evaluates the entries directly.

```lean
/-- Two orbitals with `S = C = 1` and a different Hamiltonian for each obey the orbital
equations; for the allowed variation shown the response is 4 and the Pulay term is 2. -/
theorem response_witness :
    IsAllowed 1 !![-2, 0; 0, -2] 1 !![1, -1; 1, 1] ∧
    IsStationary ![!![1, 1; 1, 0], !![0, 0; 0, 0]] 1 1 !![1, 0; 1, 0] ∧
    orbitalResponse ![!![1, 1; 1, 0], !![0, 0; 0, 0]] 1 !![1, -1; 1, 1] = 4 ∧
    pulayTerm !![-2, 0; 0, -2] 1 !![1, 0; 1, 0] = 2 := by
  refine ⟨?_, ?_, ?_, ?_⟩
  · unfold IsAllowed
    simp only [Matrix.transpose_one, Matrix.mul_one, Matrix.one_mul]
    ext i j
    simp only [Matrix.add_apply, Matrix.transpose_apply, Matrix.zero_apply]
    fin_cases i <;> fin_cases j <;> norm_num
  · rw [Matrix.one_fin_two]
    intro i
    ext a
    fin_cases i <;> fin_cases a <;> simp [Matrix.mulVec, dotProduct, Fin.sum_univ_two]
  · rw [Matrix.one_fin_two]
    simp [orbitalResponse, Matrix.mulVec, dotProduct, Fin.sum_univ_two]
    norm_num
  · have hsym : symPart !![1, 0; 1, 0] = !![1, 1 / 2; 1 / 2, 0] := by
      ext i j
      simp only [symPart, Matrix.smul_apply, Matrix.add_apply, Matrix.transpose_apply,
        smul_eq_mul]
      fin_cases i <;> fin_cases j <;> norm_num
    rw [pulayTerm, hsym]
    simp only [Matrix.transpose_one, Matrix.mul_one, Matrix.trace_fin_two,
      Matrix.mul_apply, Fin.sum_univ_two]
    norm_num

end

end OrbitalDependentForces
```

```lean
#print axioms OrbitalDependentForces.response_of_allowed
#print axioms OrbitalDependentForces.energy_derivative
#print axioms OrbitalDependentForces.pulay_only_iff
```

```
'OrbitalDependentForces.response_of_allowed' depends on axioms: [propext, Classical.choice, Quot.sound]
'OrbitalDependentForces.energy_derivative' depends on axioms: [propext, Classical.choice, Quot.sound]
'OrbitalDependentForces.pulay_only_iff' depends on axioms: [propext, Classical.choice, Quot.sound]
```
